# The Lyddane-Sachs-Teller stiffness ratio in a one-ion shell model

## A core that drags its shell

Take an ion with a core of charge $Z=3$ and a shell of charge $Y=-2$, in dimensionless units. A spring $R=2$ joins shell to core, and a spring $k=2$ joins shell to lattice site. Without a field, move the core by $u$. The shell settles at $u/2$, so the dipole is $3u-2(u/2)=2u$ and the force pulling the core back is $2(u-u/2)=u$. For this field-free motion the ion acts like a rigid one with charge 2 and spring constant 1.

In general, with shell displacement $s$ and field $E$, the energy is

$$\tfrac12R(u-s)^2+\tfrac12ks^2-E(Zu+Ys),\qquad R,k>0.$$

## The local field in a lattice mode

Let each cell hold one such ion, with dipole $p$, and fixed charges that make the cell neutral. At a cubic site the local field is $F=E+bp$, where $E$ is now the macroscopic field and $b=1/(3\varepsilon_0v)>0$ is the Lorentz constant for cell volume $v$. The displacement field divided by $\varepsilon_0$ is $E+3bp$. Take modes whose wavelength is long compared with the cell, and neglect retardation. A transverse mode then has $E=0$, hence $F=bp$. A longitudinal mode has $E+3bp=0$, hence $F=-2bp$. Both have the form $F=cp$.

## What is stated

Define

$$K=\frac{kR}{k+R},\quad a=\frac{Y^2}{k+R},\quad Q=Z+\frac{YR}{k+R},\quad S=a+\frac{Q^2}{K},$$

$$\kappa(c)=K-\frac{cQ^2}{1-ca},\qquad \varepsilon(x)=\frac{1+2bx}{1-bx}.$$

In Lean these are `spring`, `polarisability`, `charge`, `staticPolarisability`, `modeStiffness` and `eps`. An `Ion` carries four real parameters and proofs that $R$ and $k$ are positive.

The theorem `lyddane_sachs_teller` says that if $b>0$ and $bS<1$, then $\kappa(b)>0$ and

$$\frac{\kappa(-2b)}{\kappa(b)}=\frac{\varepsilon(S)}{\varepsilon(a)}.$$

The condition $bS<1$ keeps the lattice short of the polarisation catastrophe. Only `charge_lt_core` assumes a sign for $Y$: $Y<0$ gives $Q<Z$.

The relation is usually written for squared frequencies. Here it concerns stiffnesses, which give the same ratio when both modes have the same effective mass. The model is harmonic, all displacements lie along one axis, and the local field is assumed, not obtained from a lattice sum.

For simulations with shell potentials, the result means that within this one-ion harmonic model the static dielectric constant $\varepsilon(S)$ and the electronic one $\varepsilon(a)$, taken at fixed core, already fix the longitudinal-to-transverse stiffness ratio.

## Derivation

**Relaxing the shell.** Completing the square in $s$ gives the unique minimum $s_*=(Ru+YE)/(k+R)$ and the energy

$$\tfrac12Ku^2-QEu-\tfrac12aE^2+\tfrac12(k+R)(s-s_*)^2,$$

since $R-R^2/(k+R)=K$.

**Response.** Inserting $s_*$, with $E$ the field acting on the ion,

$$p=Zu+Ys_*=Qu+aE,\qquad R(u-s_*)-ZE=Ku-QE.$$

The second expression is the restoring force on the core.

**Mode stiffness.** With $F=c(Qu+aF)$ and $ca\ne1$, $F=cQu/(1-ca)$. The restoring force $Ku-QF$ is then $\kappa(c)u$.

**Dielectric constants.** A core in equilibrium has $u=QF/K$, so $p=SF$; a fixed core at $u=0$ has $p=aF$. For $p=xF$, the local field relation gives $E=(1-bx)F$, and the displacement field divided by $\varepsilon_0$ is $(1+2bx)F=\varepsilon(x)E$ when $bx\ne1$. The docstring of `clausius_mossotti` calls this quotient the displacement field.

**Ratio.** Since $Ka+Q^2=KS$,

$$\kappa(c)=\frac{K-c(Ka+Q^2)}{1-ca}=K\,\frac{1-cS}{1-ca}.$$

As $0\le a\le S$, also $ba<1$, so $\kappa(b)>0$. Dividing,

$$\frac{\kappa(-2b)}{\kappa(b)}=\frac{1+2bS}{1+2ba}\cdot\frac{1-ba}{1-bS}=\frac{\varepsilon(S)}{\varepsilon(a)}.$$

## The opening ion at $b=1/10$

Here $K=1$, $a=1$, $Q=2$ and $S=5$, so $bS=1/2$. The stiffnesses are $\kappa(b)=1-0.4/0.9=5/9$ and $\kappa(-2b)=1+0.8/1.2=5/3$, with ratio 3. The dielectric constants are $\varepsilon(5)=4$ and $\varepsilon(1)=4/3$, also with ratio 3.

## The Lean file

```lean
import Mathlib

noncomputable section

namespace ShellModelLST

/-- An ion made of a core of charge `Z` and a shell of charge `Y`. A spring `R` ties the shell to
the core and a spring `k` ties the shell to its lattice site. -/
structure Ion where
  R : ℝ
  k : ℝ
  Z : ℝ
  Y : ℝ
  R_pos : 0 < R
  k_pos : 0 < k

/-- Energy of the ion in a field `E`, with core displacement `u` and shell displacement `s`. -/
def energy (M : Ion) (E u s : ℝ) : ℝ :=
  M.R * (u - s) ^ 2 / 2 + M.k * s ^ 2 / 2 - E * (M.Z * u + M.Y * s)

/-- The relaxed position of the shell in a field `E` when the core is displaced by `u`. -/
def shell (M : Ion) (E u : ℝ) : ℝ := (M.R * u + M.Y * E) / (M.k + M.R)

/-- The effective spring constant `K` of the ion. -/
def spring (M : Ion) : ℝ := M.k * M.R / (M.k + M.R)

/-- The electronic polarisability of the ion, at fixed core. -/
def polarisability (M : Ion) : ℝ := M.Y ^ 2 / (M.k + M.R)

/-- The effective charge `Q` of the ion. -/
def charge (M : Ion) : ℝ := M.Z + M.Y * M.R / (M.k + M.R)

/-- The static polarisability: the electronic part plus the part `Q ^ 2 / K` from displacement. -/
def staticPolarisability (M : Ion) : ℝ := polarisability M + charge M ^ 2 / spring M

/-- The dipole moment of the ion with relaxed shell. -/
def dipole (M : Ion) (E u : ℝ) : ℝ := M.Z * u + M.Y * shell M E u

/-- The restoring force on the core (minus the force along the axis) with relaxed shell. -/
def restoringForce (M : Ion) (E u : ℝ) : ℝ := M.R * (u - shell M E u) - M.Z * E

/-- Stiffness of a lattice mode whose local field is `c` times the dipole of the ion, for
`c * polarisability M ≠ 1`. Transverse modes have `c = b`, longitudinal ones `c = -2 * b`, with
`b` the Lorentz constant. -/
def modeStiffness (M : Ion) (c : ℝ) : ℝ :=
  spring M - c * charge M ^ 2 / (1 - c * polarisability M)

/-- The Clausius-Mossotti dielectric constant for polarisability `x` and Lorentz constant `b`,
for `b * x ≠ 1`. -/
def eps (b x : ℝ) : ℝ := (1 + 2 * b * x) / (1 - b * x)

lemma stiffness_sum_ne (M : Ion) : M.k + M.R ≠ 0 :=
  (add_pos M.k_pos M.R_pos).ne'

lemma spring_pos (M : Ion) : 0 < spring M :=
  div_pos (mul_pos M.k_pos M.R_pos) (add_pos M.k_pos M.R_pos)

/-- The energy is that of a polarisable ion with spring `K` and charge `Q`, plus a square that
measures how far the shell is from its relaxed position. -/
theorem energy_eq (M : Ion) (E u s : ℝ) :
    energy M E u s = spring M * u ^ 2 / 2 - charge M * E * u - polarisability M * E ^ 2 / 2
      + (M.k + M.R) / 2 * (s - shell M E u) ^ 2 := by
  have h := stiffness_sum_ne M
  unfold energy spring charge polarisability shell
  field_simp
  ring

/-- The relaxed shell position is the unique minimiser of the energy at given core displacement
and field. -/
theorem shell_minimises (M : Ion) (E u s : ℝ) (hs : s ≠ shell M E u) :
    energy M E u (shell M E u) < energy M E u s := by
  have hk := M.k_pos
  have hR := M.R_pos
  have hne : s - shell M E u ≠ 0 := sub_ne_zero.mpr hs
  have hpos : 0 < (M.k + M.R) / 2 * (s - shell M E u) ^ 2 := by positivity
  rw [energy_eq M E u s, energy_eq M E u (shell M E u), sub_self]
  linarith

/-- A negatively charged shell makes the effective charge smaller than the core charge. -/
theorem charge_lt_core (M : Ion) (hY : M.Y < 0) : charge M < M.Z := by
  have h : M.Y * M.R / (M.k + M.R) < 0 :=
    div_neg_of_neg_of_pos (mul_neg_of_neg_of_pos hY M.R_pos) (add_pos M.k_pos M.R_pos)
  unfold charge
  linarith

/-- With relaxed shell, the dipole is `Q u` plus the induced moment, and the restoring force on
the core is `K u - Q E`. -/
theorem relaxed_response (M : Ion) (E u : ℝ) :
    dipole M E u = charge M * u + polarisability M * E ∧
      restoringForce M E u = spring M * u - charge M * E := by
  have h := stiffness_sum_ne M
  constructor
  · unfold dipole charge polarisability shell
    field_simp
    ring
  · unfold restoringForce spring charge shell
    field_simp
    ring

/-- If `c * polarisability M ≠ 1` and the local field `F` is `c` times the dipole of the ion, the
restoring force on the core is the mode stiffness times the displacement. -/
theorem force_of_mode (M : Ion) (c F u : ℝ) (hc : c * polarisability M ≠ 1)
    (hF : F = c * dipole M F u) : restoringForce M F u = modeStiffness M c * u := by
  have h : 1 - c * polarisability M ≠ 0 := sub_ne_zero.mpr hc.symm
  rw [(relaxed_response M F u).1] at hF
  -- solve the self-consistency condition for the local field
  have hsol : F = c * charge M * u / (1 - c * polarisability M) := by
    rw [eq_div_iff h]
    linear_combination hF
  rw [(relaxed_response M F u).2, hsol, modeStiffness]
  ring

/-- When the core is in equilibrium in a local field `F`, the dipole is the static polarisability
times `F`. -/
theorem static_dipole (M : Ion) (F u : ℝ) (hu : restoringForce M F u = 0) :
    dipole M F u = staticPolarisability M * F := by
  rw [(relaxed_response M F u).2] at hu
  have hsol : u = charge M * F / spring M := by
    rw [eq_div_iff (spring_pos M).ne']
    linear_combination hu
  rw [(relaxed_response M F u).1, hsol, staticPolarisability]
  ring

/-- If `b * x ≠ 1` and the local field is `F = E + b p` with dipole `p = x F`, the displacement
field `E + 3 b p` is `eps b x` times the macroscopic field `E`. -/
theorem clausius_mossotti (b x E F : ℝ) (hx : b * x ≠ 1) (hF : F = E + b * (x * F)) :
    E + 3 * b * (x * F) = eps b x * E := by
  have h : 1 - b * x ≠ 0 := sub_ne_zero.mpr hx.symm
  have hE : E = (1 - b * x) * F := by linear_combination -hF
  rw [eps, hE, div_mul_eq_mul_div, eq_div_iff h]
  ring

/-- For `c * polarisability M ≠ 1`, the mode stiffness is `K` times a ratio of two factors, one with
the static and one with the electronic polarisability. -/
theorem modeStiffness_eq (M : Ion) (c : ℝ) (h : 1 - c * polarisability M ≠ 0) :
    modeStiffness M c =
      spring M * (1 - c * staticPolarisability M) / (1 - c * polarisability M) := by
  have hQ : spring M * (charge M ^ 2 / spring M) = charge M ^ 2 :=
    mul_div_cancel₀ _ (spring_pos M).ne'
  rw [modeStiffness, staticPolarisability, eq_div_iff h, sub_mul, div_mul_cancel₀ _ h]
  linear_combination c * hQ

/-- For `b` times the electronic polarisability below one, the transverse mode has positive
stiffness exactly when `b` times the static polarisability is below one. -/
theorem transverse_stable_iff (M : Ion) (b : ℝ) (h : b * polarisability M < 1) :
    0 < modeStiffness M b ↔ b * staticPolarisability M < 1 := by
  have h' : 0 < 1 - b * polarisability M := sub_pos.mpr h
  rw [modeStiffness_eq M b h'.ne', div_pos_iff_of_pos_right h',
    mul_pos_iff_of_pos_left (spring_pos M), sub_pos]

/-- Lyddane-Sachs-Teller relation of the shell model: for `b > 0` and `b * staticPolarisability M <
1`, the transverse stiffness is positive, and the ratio of longitudinal to transverse stiffness is
the ratio of the static to the electronic dielectric constant. -/
theorem lyddane_sachs_teller (M : Ion) (b : ℝ) (hb : 0 < b)
    (hS : b * staticPolarisability M < 1) :
    0 < modeStiffness M b ∧
      modeStiffness M (-2 * b) / modeStiffness M b =
        eps b (staticPolarisability M) / eps b (polarisability M) := by
  have hK := spring_pos M
  have ha : 0 ≤ polarisability M :=
    div_nonneg (sq_nonneg _) (add_pos M.k_pos M.R_pos).le
  have hle : polarisability M ≤ staticPolarisability M :=
    le_add_of_nonneg_right (div_nonneg (sq_nonneg _) hK.le)
  -- the electronic polarisability is also below the catastrophe
  have hA : b * polarisability M < 1 :=
    lt_of_le_of_lt (mul_le_mul_of_nonneg_left hle hb.le) hS
  refine ⟨(transverse_stable_iff M b hA).mpr hS, ?_⟩
  have h1 : 1 - b * polarisability M ≠ 0 := (sub_pos.mpr hA).ne'
  have h2 : 1 - b * staticPolarisability M ≠ 0 := (sub_pos.mpr hS).ne'
  have h3 : 1 + 2 * b * polarisability M ≠ 0 := by positivity
  have h4 : 1 - -2 * b * polarisability M ≠ 0 := by
    intro h
    exact h3 (by linear_combination h)
  rw [modeStiffness_eq M b h1, modeStiffness_eq M (-2 * b) h4, eps, eps,
    div_div_div_eq, div_div_div_eq,
    div_eq_div_iff (mul_ne_zero h4 (mul_ne_zero hK.ne' h2)) (mul_ne_zero h2 h3)]
  ring

end ShellModelLST
```

```lean
#print axioms ShellModelLST.force_of_mode
#print axioms ShellModelLST.static_dipole
#print axioms ShellModelLST.clausius_mossotti
#print axioms ShellModelLST.lyddane_sachs_teller
```

```
'ShellModelLST.force_of_mode' depends on axioms: [propext, Classical.choice, Quot.sound]
'ShellModelLST.static_dipole' depends on axioms: [propext, Classical.choice, Quot.sound]
'ShellModelLST.clausius_mossotti' depends on axioms: [propext, Classical.choice, Quot.sound]
'ShellModelLST.lyddane_sachs_teller' depends on axioms: [propext, Classical.choice, Quot.sound]
```

## How the proof follows the algebra

`stiffness_sum_ne` and `spring_pos` supply the nonzero denominators. `energy_eq` is the completed square: `field_simp` clears fractions and `ring` compares polynomials. `shell_minimises` then needs only that the extra square is positive when $s\ne s_*$. `charge_lt_core` reads off the sign of $YR/(k+R)$.

`relaxed_response` proves the formulas for dipole and force. `force_of_mode` solves for the local field in `hsol` and substitutes it; `static_dipole` does the same for the core displacement. `clausius_mossotti` writes $E$ as $(1-bx)F$.

`modeStiffness_eq` is the factorisation, with `hQ` providing $K(Q^2/K)=Q^2$. From it, `transverse_stable_iff` shows that, given $ba<1$, the transverse stiffness is positive exactly when $bS<1$.

In the final theorem, `hle` is $a\le S$ and `hA` is $ba<1$. The facts `h1` to `h4` keep the denominators away from zero, after which the two factorised stiffnesses are inserted, the fractions cross-multiplied, and `ring` closes the identity.
